# Cut off at any n ≥ 1, a one-dimensional plane-wave point charge dips below zero by at least 2/(3π) of its peak, while an equal-weight orbital's density stays nonnegative

Both densities are modelled as complex Fourier sums over the integer wave numbers from \(-n\) to \(n\), on a one-dimensional periodic cell of length \(2\pi\), so that their being real has to be proved and is not built into the definition. They share the same cutoff and differ only in the weights of their Fourier terms.

```lean
import Mathlib

open Filter Topology
open scoped ComplexConjugate

namespace PlaneWaveUndershoot

noncomputable section

/-- The plane wave `exp(ikx)` with integer wave number `k` on a cell of length `2π`. -/
def planeWave (k : ℤ) (x : ℝ) : ℂ := Complex.exp (k * x * Complex.I)

/-- The density of a point charge at the origin, truncated to wave numbers `|k| ≤ n`. -/
def pointDensity (n : ℕ) (x : ℝ) : ℂ :=
  ∑ k ∈ Finset.Icc (-(n : ℤ)) (n : ℤ), planeWave k x

/-- The orbital that superposes the plane waves `0, ..., n` with equal weights. -/
def orbital (n : ℕ) (x : ℝ) : ℂ :=
  ∑ j ∈ Finset.range (n + 1), planeWave (j : ℤ) x

/-- The density with the triangular Fourier coefficients `n + 1 - |k|` for `|k| ≤ n`. -/
def triangularDensity (n : ℕ) (x : ℝ) : ℂ :=
  ∑ k ∈ Finset.Icc (-(n : ℤ)) (n : ℤ), (((n : ℤ) + 1 - |k| : ℤ) : ℂ) * planeWave k x

/-- The point `3π/(2n+1)` at which the undershoot is measured. -/
def dipPoint (n : ℕ) : ℝ := 3 * Real.pi / (2 * n + 1)

/-- Raising the cutoff of a sum over the integers `|k| ≤ n` from `n` to `n + 1` adds the two terms
at `k = ±(n + 1)`. -/
theorem sum_shell (f : ℤ → ℂ) (n : ℕ) :
    ∑ k ∈ Finset.Icc (-((n + 1 : ℕ) : ℤ)) ((n + 1 : ℕ) : ℤ), f k =
      ∑ k ∈ Finset.Icc (-(n : ℤ)) (n : ℤ), f k + (f ((n : ℤ) + 1) + f (-((n : ℤ) + 1))) := by
  have h : Finset.Icc (-((n + 1 : ℕ) : ℤ)) ((n + 1 : ℕ) : ℤ) =
      insert ((n : ℤ) + 1) (insert (-((n : ℤ) + 1)) (Finset.Icc (-(n : ℤ)) (n : ℤ))) := by
    ext k
    simp only [Finset.mem_insert, Finset.mem_Icc]
    omega
  have h1 : (n : ℤ) + 1 ∉ insert (-((n : ℤ) + 1)) (Finset.Icc (-(n : ℤ)) (n : ℤ)) := by
    simp only [Finset.mem_insert, Finset.mem_Icc]
    omega
  have h2 : -((n : ℤ) + 1) ∉ Finset.Icc (-(n : ℤ)) (n : ℤ) := by
    simp only [Finset.mem_Icc]
    omega
  rw [h, Finset.sum_insert h1, Finset.sum_insert h2]
  ring

/-- The product of two plane waves is the plane wave with the summed wave number. -/
theorem planeWave_add (a b : ℤ) (x : ℝ) :
    planeWave (a + b) x = planeWave a x * planeWave b x := by
  simp only [planeWave]
  rw [← Complex.exp_add]
  congr 1
  push_cast
  ring

/-- Complex conjugation reverses the wave number. -/
theorem conj_planeWave (k : ℤ) (x : ℝ) : conj (planeWave k x) = planeWave (-k) x := by
  simp only [planeWave]
  rw [← Complex.exp_conj]
  congr 1
  simp [Complex.conj_ofReal]

/-- The truncated point density is the orbital plus its conjugate, minus 1. -/
theorem pointDensity_eq (n : ℕ) (x : ℝ) :
    pointDensity n x = orbital n x + conj (orbital n x) - 1 := by
  induction n with
  | zero => simp [pointDensity, orbital, planeWave]
  | succ n ih =>
    have hD : pointDensity (n + 1) x = pointDensity n x +
        (planeWave ((n : ℤ) + 1) x + planeWave (-((n : ℤ) + 1)) x) := sum_shell _ n
    have hS : orbital (n + 1) x = orbital n x + planeWave ((n : ℤ) + 1) x := by
      simp only [orbital, Finset.sum_range_succ _ (n + 1), Nat.cast_add, Nat.cast_one]
    rw [hD, ih, hS, map_add, conj_planeWave]
    ring

/-- The density with triangular Fourier coefficients is the squared modulus of the orbital. -/
theorem triangularDensity_eq_norm_sq (n : ℕ) (x : ℝ) :
    triangularDensity n x = ((‖orbital n x‖ ^ 2 : ℝ) : ℂ) := by
  rw [← Complex.normSq_eq_norm_sq, ← Complex.mul_conj]
  have h0 : planeWave 0 x = 1 := by simp [planeWave]
  induction n with
  | zero => simp [triangularDensity, orbital, planeWave]
  | succ n ih =>
    -- one more shell adds a full truncated point density
    have hF : triangularDensity (n + 1) x = triangularDensity n x + pointDensity (n + 1) x := by
      have hsplit : triangularDensity (n + 1) x =
          ∑ k ∈ Finset.Icc (-((n + 1 : ℕ) : ℤ)) ((n + 1 : ℕ) : ℤ),
            (((n : ℤ) + 1 - |k| : ℤ) : ℂ) * planeWave k x + pointDensity (n + 1) x := by
        unfold triangularDensity pointDensity
        rw [← Finset.sum_add_distrib]
        refine Finset.sum_congr rfl fun k _ => ?_
        push_cast
        ring
      have e1 : |(n : ℤ) + 1| = (n : ℤ) + 1 := abs_of_nonneg (by omega)
      rw [hsplit, sum_shell, abs_neg, e1, sub_self, Int.cast_zero, zero_mul, zero_mul,
        add_zero, add_zero]
      rfl
    have hS : orbital (n + 1) x = orbital n x + planeWave ((n : ℤ) + 1) x := by
      simp only [orbital, Finset.sum_range_succ _ (n + 1), Nat.cast_add, Nat.cast_one]
    -- reflecting the summation index turns the conjugate orbital into a shifted orbital
    have h1 : planeWave ((n : ℤ) + 1) x * conj (orbital n x) = orbital (n + 1) x - 1 := by
      have hr : planeWave ((n : ℤ) + 1) x * conj (orbital n x) =
          ∑ j ∈ Finset.range (n + 1), planeWave ((j + 1 : ℕ) : ℤ) x := by
        rw [orbital, map_sum, Finset.mul_sum]
        refine Eq.trans ?_ (Finset.sum_range_reflect
          (fun j : ℕ => planeWave ((j + 1 : ℕ) : ℤ) x) (n + 1))
        refine Finset.sum_congr rfl fun j hj => ?_
        have hj' := Finset.mem_range.mp hj
        show _ = planeWave ((n + 1 - 1 - j + 1 : ℕ) : ℤ) x
        rw [conj_planeWave, ← planeWave_add]
        congr 1
        omega
      rw [hr, orbital, Finset.sum_range_succ' _ (n + 1), Nat.cast_zero, h0,
        add_sub_cancel_right]
    have h2 := congrArg conj h1
    simp only [map_mul, map_sub, map_one, Complex.conj_conj] at h2
    have h3 : planeWave ((n : ℤ) + 1) x * conj (planeWave ((n : ℤ) + 1) x) = 1 := by
      rw [conj_planeWave, ← planeWave_add, add_neg_cancel, h0]
    have hSc := congrArg conj hS
    rw [map_add] at hSc
    rw [hF, ih, pointDensity_eq]
    linear_combination -(conj (orbital (n + 1) x)) * hS
      - (orbital n x + planeWave ((n : ℤ) + 1) x) * hSc - h1 - h2 - h3

/-- Closed form of the truncated point density: `D_n(x) sin(x/2) = sin((2n+1)x/2)`. -/
theorem pointDensity_mul_sin (n : ℕ) (x : ℝ) :
    pointDensity n x * ((Real.sin (x / 2) : ℝ) : ℂ) =
      ((Real.sin ((2 * n + 1) * (x / 2)) : ℝ) : ℂ) := by
  induction n with
  | zero => simp [pointDensity, planeWave]
  | succ n ih =>
    have hD : pointDensity (n + 1) x = pointDensity n x +
        (planeWave ((n : ℤ) + 1) x + planeWave (-((n : ℤ) + 1)) x) := sum_shell _ n
    have hre : (planeWave ((n : ℤ) + 1) x).re = Real.cos ((n + 1) * x) := by
      have h : (((n : ℤ) + 1 : ℤ) : ℂ) * x * Complex.I =
          (((n + 1) * x : ℝ) : ℂ) * Complex.I := by simp
      rw [planeWave, h, Complex.exp_ofReal_mul_I_re]
    rw [hD, add_mul, ih, ← conj_planeWave, Complex.add_conj, hre, ← Complex.ofReal_mul,
      ← Complex.ofReal_add]
    congr 1
    rw [show (2 * (n : ℝ) + 1) * (x / 2) = (n + 1) * x - x / 2 by ring,
      show (2 * ((n + 1 : ℕ) : ℝ) + 1) * (x / 2) = (n + 1) * x + x / 2 by push_cast; ring,
      Real.sin_sub, Real.sin_add]
    ring

/-- At `x = 3π/(2n+1)` the truncated point density is real, and its product with `sin(x/2)`
is `-1`. -/
theorem pointDensity_dip (n : ℕ) :
    (pointDensity n (dipPoint n)).im = 0 ∧
      (pointDensity n (dipPoint n)).re * Real.sin (dipPoint n / 2) = -1 := by
  have hm : (2 * (n : ℝ) + 1) ≠ 0 := by positivity
  have harg : (2 * (n : ℝ) + 1) * (dipPoint n / 2) = Real.pi / 2 + Real.pi := by
    unfold dipPoint
    field_simp
    ring
  have h := pointDensity_mul_sin n (dipPoint n)
  rw [harg, Real.sin_add_pi, Real.sin_pi_div_two] at h
  have hr := congrArg Complex.re h
  have hi := congrArg Complex.im h
  simp only [Complex.mul_re, Complex.mul_im, Complex.ofReal_re, Complex.ofReal_im,
    mul_zero, sub_zero, zero_add] at hr hi
  refine ⟨?_, hr⟩
  rcases mul_eq_zero.mp hi with h0 | h0
  · exact h0
  · rw [h0, mul_zero] at hr
    norm_num at hr

/-- For `n ≥ 1` the truncated point density equals `2n+1` at the origin, and at `x = 3π/(2n+1)` it
is real and at most `-(2/(3π))(2n+1)`, while the density with triangular Fourier coefficients is
real and nonnegative everywhere. -/
theorem gibbs_undershoot (n : ℕ) (hn : 1 ≤ n) :
    pointDensity n 0 = 2 * n + 1 ∧
    (pointDensity n (dipPoint n)).im = 0 ∧
    (pointDensity n (dipPoint n)).re ≤ -(2 / (3 * Real.pi)) * (2 * n + 1) ∧
    ∀ x, (triangularDensity n x).im = 0 ∧ 0 ≤ (triangularDensity n x).re := by
  obtain ⟨him, hre⟩ := pointDensity_dip n
  have hpi := Real.pi_pos
  have hn' : (1 : ℝ) ≤ n := by exact_mod_cast hn
  refine ⟨?_, him, ?_, fun x => ?_⟩
  · have hS : orbital n 0 = n + 1 := by simp [orbital, planeWave]
    rw [pointDensity_eq, hS, map_add, map_one, map_natCast]
    ring
  · have ht : 0 < dipPoint n / 2 := by unfold dipPoint; positivity
    have hle : dipPoint n ≤ Real.pi := by
      unfold dipPoint
      rw [div_le_iff₀ (by positivity)]
      nlinarith
    have hs : 0 < Real.sin (dipPoint n / 2) :=
      Real.sin_pos_of_pos_of_lt_pi ht (by linarith)
    -- the sine lies below its argument, so its reciprocal lies above
    have hinv := one_div_le_one_div_of_le hs (Real.sin_le ht.le)
    have hval : 1 / (dipPoint n / 2) = 2 / (3 * Real.pi) * (2 * n + 1) := by
      unfold dipPoint
      field_simp
    rw [eq_div_of_mul_eq hs.ne' hre, neg_div, neg_mul, ← hval]
    exact neg_le_neg hinv
  · rw [triangularDensity_eq_norm_sq]
    exact ⟨Complex.ofReal_im _, by rw [Complex.ofReal_re]; positivity⟩

/-- As the cutoff grows, the real part of the truncated point density at `x = 3π/(2n+1)`, divided by
its real part at the origin, tends to `-2/(3π)`. -/
theorem relative_undershoot_tendsto :
    Tendsto (fun n : ℕ => (pointDensity n (dipPoint n)).re / (pointDensity n 0).re)
      atTop (𝓝 (-(2 / (3 * Real.pi)))) := by
  have hm : Tendsto (fun n : ℕ => 2 * (n : ℝ) + 1) atTop atTop :=
    tendsto_atTop_mono (fun n => by linarith [(Nat.cast_nonneg n : (0 : ℝ) ≤ n)])
      tendsto_natCast_atTop_atTop
  have ht : Tendsto (fun n : ℕ => dipPoint n / 2) atTop (𝓝 0) := by
    have h := ((tendsto_const_nhds (x := 3 * Real.pi)).div_atTop hm).div_const 2
    rw [zero_div] at h
    exact h
  have hs : Tendsto (fun n : ℕ => Real.sinc (dipPoint n / 2)) atTop (𝓝 1) := by
    have h := (Real.continuous_sinc.tendsto 0).comp ht
    rw [Real.sinc_zero] at h
    exact h
  have hlim := (tendsto_const_nhds (x := -(2 / (3 * Real.pi)))).div hs one_ne_zero
  rw [div_one] at hlim
  -- for n ≥ 1 the ratio is exactly -(2/(3π)) / sinc(x/2)
  refine hlim.congr' ?_
  filter_upwards [eventually_ge_atTop 1] with n hn
  show -(2 / (3 * Real.pi)) / Real.sinc (dipPoint n / 2) = _
  have hpeak : (pointDensity n 0).re = 2 * n + 1 := by
    rw [(gibbs_undershoot n hn).1]
    simp
  have hre := (pointDensity_dip n).2
  have hs0 : Real.sin (dipPoint n / 2) ≠ 0 := by
    intro h
    rw [h, mul_zero] at hre
    norm_num at hre
  have ht0 : dipPoint n / 2 ≠ 0 := by
    have hpi := Real.pi_pos
    unfold dipPoint
    positivity
  rw [Real.sinc_of_ne_zero ht0, hpeak, eq_div_of_mul_eq hs0 hre]
  clear hre
  generalize Real.sin (dipPoint n / 2) = s at hs0 ⊢
  have hpi := Real.pi_ne_zero
  have hm0 : (2 * (n : ℝ) + 1) ≠ 0 := by positivity
  unfold dipPoint
  field_simp

end

end PlaneWaveUndershoot
```

```lean
#print axioms PlaneWaveUndershoot.pointDensity_eq
-- 'PlaneWaveUndershoot.pointDensity_eq' depends on axioms: [propext, Classical.choice, Quot.sound]
#print axioms PlaneWaveUndershoot.relative_undershoot_tendsto
-- 'PlaneWaveUndershoot.relative_undershoot_tendsto' depends on axioms: [propext, Classical.choice, Quot.sound]
```

## Two densities with the same cutoff

Write \(e_k(x)=e^{ikx}\) for an integer \(k\) and a real position \(x\); this is `planeWave k x`. For a natural number \(n\), the file defines

\[
D_n(x)=\sum_{|k|\le n}e_k(x),\qquad
\psi_n(x)=\sum_{j=0}^{n}e_j(x),\qquad
F_n(x)=\sum_{|k|\le n}(n+1-|k|)\,e_k(x),
\]

as `pointDensity`, `orbital` and `triangularDensity`. The point \(x_n=3\pi/(2n+1)\) is `dipPoint n`.

A point charge at the origin has equal Fourier coefficients at all wave numbers, so \(D_n\) is what a sharp cutoff leaves of it. For a unit charge the density is \(D_n/(2\pi)\), with peak \((2n+1)/(2\pi)\) and a value of at most \(-(2n+1)/(3\pi^2)\) at \(x_n\) when \(n\ge1\). The orbital is unnormalised too: the integral of \(|\psi_n|^2\) over the cell is \(2\pi(n+1)\), so the normalised density is \(F_n/(2\pi(n+1))\). Neither factor affects signs or ratios.

The theorem `gibbs_undershoot` assumes \(n\ge1\) and has four parts:

- \(D_n(0)=2n+1\), as an equation between complex numbers.
- \(D_n(x_n)\) has zero imaginary part.
- The real part of \(D_n(x_n)\) is at most \(-\frac{2}{3\pi}(2n+1)\).
- For every real \(x\), \(F_n(x)\) has zero imaginary part and a nonnegative real part.

The theorem `relative_undershoot_tendsto` adds that the ratio of the real parts of \(D_n(x_n)\) and \(D_n(0)\) tends to \(-2/(3\pi)\approx-0.212\). A higher cutoff moves the dip towards the charge without making it vanish relative to the peak. For \(n\ge2\) the point \(x_n\) is close to the bottom of the dip but not exactly there, since \(D_n\) has a positive slope at \(x_n\); the full depth is therefore slightly greater than the value at \(x_n\) shows. The Gibbs phenomenon in its usual sense is the overshoot of Fourier partial sums beside a jump; the undershoot here is the related negative lobe of a truncated point charge.

For plane-wave electronic structure, this one-dimensional, single-orbital model separates two operations: squaring a band-limited orbital and keeping all the resulting Fourier terms gives a nonnegative density, whereas cutting off a density sharply in Fourier space can make it negative. The model has no Hamiltonian and no FFT grid, and its orbital has equal weights on consecutive wave numbers.

## The depth of the dip

Raising the cutoff by one adds the waves \(\pm(n+1)\), which together give \(2\cos((n+1)x)\). This leads by induction to the closed form

\[
D_n(x)\sin\frac x2=\sin\frac{(2n+1)x}{2}.
\]

For \(n=0\) both sides are \(\sin(x/2)\). For the step,

\[
2\cos((n+1)x)\sin\frac x2=\sin\frac{(2n+3)x}{2}-\sin\frac{(2n+1)x}{2},
\]

and adding this to the formula for \(n\) gives the formula for \(n+1\).

In the file, `sum_shell` splits off the two new terms for an arbitrary summand, with `omega` settling which integers lie in which interval. `pointDensity_mul_sin` then runs the induction. It recognises the two new waves as complex conjugates through `conj_planeWave`, replaces their sum by twice a cosine, and expands the sines with `Real.sin_sub` and `Real.sin_add`.

At \(x_n\) the right-hand side is \(\sin(3\pi/2)=-1\), so

\[
D_n(x_n)\sin\frac{x_n}{2}=-1.
\]

The sine is real and cannot be zero here, so \(D_n(x_n)\) is real. `pointDensity_dip` obtains both facts by comparing real and imaginary parts.

Now let \(n\ge1\). Then \(0<x_n\le\pi\), so \(\sin(x_n/2)\) is positive, and it is at most \(x_n/2\). Hence

\[
D_n(x_n)=-\frac{1}{\sin(x_n/2)}\le-\frac{2}{x_n}=-\frac{2}{3\pi}(2n+1).
\]

The direction of this inequality is easy to get wrong. The upper bound on the sine becomes a lower bound on its reciprocal, and the minus sign turns that into an upper bound on the density, so the dip is at least as deep as the estimate. The file keeps the two reversals apart: `one_div_le_one_div_of_le` takes the reciprocals and `neg_le_neg` changes the sign.

The peak follows from the identity

\[
D_n=\psi_n+\overline{\psi_n}-1,
\]

which is `pointDensity_eq`. The orbital supplies the wave numbers \(0,\dots,n\), its conjugate supplies \(-n,\dots,0\), and the constant wave has been counted twice. Since \(\psi_n(0)=n+1\), the value at the origin is \(2(n+1)-1=2n+1\). It is the peak because \(D_n(x)\) is a sum of \(2n+1\) waves of modulus 1, so \(|D_n(x)|\le 2n+1\) for every \(x\). The file proves the value at the origin but not this last bound.

## Triangular weights come from a square

A squared modulus is nonnegative whatever the orbital, so what needs proof is that \(F_n=|\psi_n|^2\). This is `triangularDensity_eq_norm_sq`, and it also goes by induction. For \(n=0\) both sides are 1.

When \(n\) becomes \(n+1\), every existing weight in \(F_n\) rises by one, and the two new waves enter with weight one. Therefore

\[
F_{n+1}=F_n+D_{n+1}.
\]

On the orbital side, \(\psi_{n+1}=\psi_n+e_{n+1}\) gives

\[
|\psi_{n+1}|^2=|\psi_n|^2+e_{n+1}\overline{\psi_n}+\overline{e_{n+1}}\,\psi_n+1.
\]

Reversing the order of summation evaluates the first cross term:

\[
e_{n+1}\overline{\psi_n}=\sum_{j=0}^{n}e_{n+1-j}=\sum_{m=1}^{n+1}e_m=\psi_{n+1}-1.
\]

The second cross term is the conjugate of the first. Together with the final 1, they add up to \(\psi_{n+1}+\overline{\psi_{n+1}}-1=D_{n+1}\). Both sides of the claim thus grow by the same amount.

In the Lean proof, `hF` is the recursion for \(F_n\), and `h1` is the evaluated cross term, with `Finset.sum_range_reflect` reversing the sum. `h2` is its conjugate, and `h3` says that a plane wave times its conjugate is 1. The closing `linear_combination` adds these identities as above. The last part of `gibbs_undershoot` then reads off the reality and the sign of \(F_n\) from the squared norm.

## From the smallest cutoff to the limit

For \(n=1\) the density is \(D_1(x)=1+2\cos x\) and the dip point is \(x_1=\pi\). The peak is 3 and the value at the dip is \(-1\), comfortably below the bound \(-2/\pi\approx-0.637\). The squared orbital has the density \(F_1(x)=2+2\cos x\), which just touches zero at the same point.

For \(n=0\) the truncated density is the constant 1, which has no dip, so the bound fails. The product formula at the dip point still holds there, because \(x_0=3\pi\) and \(\sin(3\pi/2)=-1\). The positive sign of \(\sin(x_n/2)\) is what the assumption \(n\ge1\) secures.

For large \(n\), put \(t_n=x_n/2\) and let \(\operatorname{sinc}t=\sin t/t\), with \(\operatorname{sinc}0=1\). Since \(1/(2n+1)=2t_n/(3\pi)\), for \(n\ge1\)

\[
\frac{D_n(x_n)}{D_n(0)}=-\frac{1}{(2n+1)\sin t_n}=-\frac{2}{3\pi}\,\frac{1}{\operatorname{sinc}t_n}.
\]

As \(n\) grows, \(t_n\) tends to 0 and \(\operatorname{sinc}t_n\) tends to 1, which gives the limit. `relative_undershoot_tendsto` takes this limit from the continuity of `Real.sinc`, and then uses `hlim.congr'` to pass to the density ratio, which agrees with the sinc expression from \(n=1\) onwards.
